# A square k mesh gives the tight-binding d-wave altermagnetic band no net moment, and a 2 by 1 mesh can

When setting up the k mesh for an altermagnet whose spin-up and spin-down bands are related by exchanging $k_x$ and $k_y$, give the two directions the same number of divisions. For the non-interacting two-dimensional band studied here, a Gamma-centred mesh chosen this way has equally many up and down levels below every chemical potential. If the amplitude $d$ of the spin-splitting term is positive and smaller than the hopping $t$, every other non-empty Gamma-centred mesh fails at some chemical potential and shows a net moment there.

## The band and the mesh

```lean
import Mathlib

open Real

namespace AltermagnetMesh

noncomputable section

/-- Altermagnetic band energy with hopping `t`, d-wave spin splitting `d` and
spin label `s` (up is `1`, down is `-1`). -/
def band (t d s kx ky : ℝ) : ℝ :=
  -2 * t * (Real.cos kx + Real.cos ky) + 2 * s * d * (Real.cos kx - Real.cos ky)
```

A `def` introduces a named quantity. This one is the energy

$$e_s(k_x,k_y) = -2t(\cos k_x+\cos k_y) + 2sd(\cos k_x-\cos k_y),$$

with $s=1$ for spin up and $s=-1$ for spin down. The lattice constant is 1. The first term is nearest-neighbour hopping on a square lattice. The second is a spin splitting of d-wave form. Its amplitude $d$ is a given parameter that stands for the effect of the magnetic order and is not computed self-consistently. The up and down energies differ by $4d(\cos k_x-\cos k_y)$, which is at most $8|d|$ in size. The text `(t d s kx ky : ℝ)` declares five real arguments, so `band t d 1 kx ky` is the up energy.

```lean
/-- The `j`-th coordinate `2πj/N` of a Gamma-centred mesh with `N ≥ 1` divisions. -/
def meshK (N j : ℕ) : ℝ := 2 * π * j / N
```

The mesh coordinate is $k_j = 2\pi j/N$. Here `ℕ` is the type of natural numbers, which include 0. The index $j=0$ gives the coordinate 0, and Gamma is the point where both coordinates are 0.

```lean
/-- Number of levels of spin `s` strictly below the chemical potential `μ` on the
Gamma-centred `Nx` by `Ny` mesh. -/
def levelsBelow (t d s μ : ℝ) (Nx Ny : ℕ) : ℕ :=
  (Finset.univ.filter fun p : Fin Nx × Fin Ny =>
    band t d s (meshK Nx p.1) (meshK Ny p.2) < μ).card
```

This is the count $n_s(\mu;N_x,N_y)$ of mesh points with $e_s<\mu$. The type `Fin Nx` contains the integers $0,\dots,N_x-1$, so a pair `p` in `Fin Nx × Fin Ny` labels one mesh point. The `filter` keeps the points that satisfy the inequality, and `.card` counts them. The inequality is strict, so a level exactly at $\mu$ counts as empty. The arguments come in the order $t, d, s, \mu, N_x, N_y$.

## Exchanging the axes reverses the spin

```lean
/-- Exchanging `kx` and `ky` is the same as reversing the spin. -/
theorem band_swap (t d s kx ky : ℝ) : band t d s kx ky = band t d (-s) ky kx := by
  unfold band
  ring
```

A `theorem` has a name, its variables, a statement after the colon, and a proof after `:=`. This one says $e_s(k_x,k_y)=e_{-s}(k_y,k_x)$. The hopping term is symmetric under the exchange. The splitting term changes sign, and reversing $s$ restores it. After `unfold` inserts the definition, `ring` checks the algebra.

```lean
/-- The band energy measured from its value `-4t` at Gamma. -/
theorem band_from_gamma (t d s kx ky : ℝ) :
    band t d s kx ky = -4 * t + 2 * ((t - s * d) * (1 - Real.cos kx)
      + (t + s * d) * (1 - Real.cos ky)) := by
  unfold band
  ring
```

The same energy, measured from its value at Gamma, is

$$e_s = -4t + 2\big[(t-sd)(1-\cos k_x) + (t+sd)(1-\cos k_y)\big].$$

To check it, collect terms. The constants give $-4t+2(t-sd)+2(t+sd)=0$, the coefficient of $\cos k_x$ is $-2t+2sd$, and that of $\cos k_y$ is $-2t-2sd$, as in the definition. For $0<d<t$ both brackets cost energy. An up electron moves away from Gamma more cheaply along $k_x$, a down electron more cheaply along $k_y$.

```lean
/-- The count for one spin on an `Nx` by `Ny` mesh is the count for the opposite spin
on the `Ny` by `Nx` mesh. -/
theorem levels_exchange (t d s μ : ℝ) (Nx Ny : ℕ) :
    levelsBelow t d s μ Nx Ny = levelsBelow t d (-s) μ Ny Nx := by
  unfold levelsBelow
  refine Finset.card_equiv (Equiv.prodComm _ _) ?_
  intro p
  simp only [Finset.mem_filter, Finset.mem_univ, true_and, Equiv.prodComm_apply,
    Prod.fst_swap, Prod.snd_swap]
  rw [band_swap t d s]
```

In words, $n_s(\mu;N_x,N_y)=n_{-s}(\mu;N_y,N_x)$. The map $(i,j)\mapsto(j,i)$ pairs the points of the two meshes one to one, and by the exchange identity paired points have the same energy for opposite spins. One is therefore below $\mu$ exactly when the other is. In the proof, `Equiv.prodComm` is this map, and `Finset.card_equiv` says that sets matched by such a map have equal size.

Setting $N_x=N_y=N$ gives $n_s(\mu;N,N)=n_{-s}(\mu;N,N)$ for every $\mu$, with no condition on $t$ or $d$.

```lean
/-- On an `N` by `N` mesh the sum of any function `f` of the energy, such as a smeared
occupation, is the same for both spins. -/
theorem square_mesh_sum (t d s : ℝ) (N : ℕ) (f : ℝ → ℝ) :
    ∑ p : Fin N × Fin N, f (band t d s (meshK N p.1) (meshK N p.2))
      = ∑ p : Fin N × Fin N, f (band t d (-s) (meshK N p.1) (meshK N p.2)) := by
  refine Fintype.sum_equiv (Equiv.prodComm _ _) _ _ ?_
  intro p
  rw [band_swap t d s]
  rfl
```

The same pairing acts on sums:

$$\sum_{i,j} f\big(e_s(k_i,k_j)\big)=\sum_{i,j} f\big(e_s(k_j,k_i)\big)=\sum_{i,j} f\big(e_{-s}(k_i,k_j)\big).$$

The first step renames the summation indices and the second is the exchange identity. With $f$ a Fermi function at a common $\mu$, the smeared occupations of the two spins agree on a square mesh, so smearing creates no moment there.

## The lowest excitation on a mesh

```lean
/-- With at least two divisions, the first nonzero mesh coordinate lies in `(0, π]`. -/
theorem first_coordinate {N : ℕ} (hN : 2 ≤ N) : 0 < meshK N 1 ∧ meshK N 1 ≤ π := by
  have h2 : (2 : ℝ) ≤ N := by exact_mod_cast hN
  have h0 : (0 : ℝ) < N := by linarith
  unfold meshK
  constructor
  · positivity
  · rw [div_le_iff₀ h0]
    push_cast
    nlinarith [Real.pi_pos]
```

The curly braces in `{N : ℕ}` mark an argument that Lean infers by itself. The hypothesis `hN` states $N\ge2$, and the conclusion is $0<2\pi/N\le\pi$.

```lean
/-- Among the nonzero mesh coordinates, the first one has the largest cosine. -/
theorem cos_mesh_le {N j : ℕ} (hj : 0 < j) (hjN : j < N) :
    Real.cos (meshK N j) ≤ Real.cos (meshK N 1) := by
  have hN : (0 : ℝ) < N := by exact_mod_cast (hj.trans hjN)
  -- in the first half of the zone the cosine decreases
  have key : ∀ i : ℕ, 0 < i → 2 * i ≤ N →
      Real.cos (meshK N i) ≤ Real.cos (meshK N 1) := by
    intro i hi h
    have h' : 2 * (i : ℝ) ≤ N := by exact_mod_cast h
    have hi' : 1 ≤ i := hi
    apply Real.cos_le_cos_of_nonneg_of_le_pi
    · unfold meshK
      positivity
    · unfold meshK
      rw [div_le_iff₀ hN]
      nlinarith [mul_le_mul_of_nonneg_left h' Real.pi_pos.le]
    · unfold meshK
      gcongr
  rcases le_total (2 * j) N with h | h
  · exact key j hj h
  · -- the second half is the mirror image of the first
    have e : meshK N (N - j) = 2 * π - meshK N j := by
      unfold meshK
      rw [Nat.cast_sub hjN.le, mul_sub, sub_div, mul_div_assoc, div_self hN.ne', mul_one]
    have h1 := key (N - j) (by omega) (by omega)
    rwa [e, Real.cos_two_pi_sub] at h1
```

For $0<j<N$ this states $\cos(2\pi j/N)\le\cos(2\pi/N)$. If $2j\le N$, then $0\le 2\pi/N\le 2\pi j/N\le\pi$, and the cosine decreases on $[0,\pi]$. This is the step named `key`. If $2j\ge N$, the index $N-j$ lies in the first half, and $\cos(2\pi-k_j)=\cos k_j$ reduces the claim to the case already settled.

## A moment on every mesh that is finer along $k_x$

```lean
/-- For `0 < d < t` and a non-empty Gamma-centred mesh with more divisions along `kx` than along
`ky`, some chemical potential has exactly one spin-down level but at least two spin-up levels below
it. -/
theorem spurious_moment {t d : ℝ} (hd : 0 < d) (hdt : d < t) {Nx Ny : ℕ}
    (hy : 0 < Ny) (hxy : Ny < Nx) :
    ∃ μ, levelsBelow t d (-1) μ Nx Ny = 1 ∧ 2 ≤ levelsBelow t d 1 μ Nx Ny := by
  obtain ⟨hx0, hxπ⟩ := first_coordinate (N := Nx) (by omega)
  obtain ⟨α, hα⟩ : ∃ α, α = 1 - Real.cos (meshK Nx 1) := ⟨_, rfl⟩
  have hα0 : 0 < α := by
    have h := Real.cos_lt_cos_of_nonneg_of_le_pi le_rfl hxπ hx0
    rw [Real.cos_zero] at h
    linarith
  -- `1 - cos ky` is at least some `β > α` at every nonzero `ky` of the mesh
  obtain ⟨β, hαβ, hβ⟩ : ∃ β, α < β ∧
      ∀ j : ℕ, 0 < j → j < Ny → β ≤ 1 - Real.cos (meshK Ny j) := by
    rcases Nat.lt_or_ge Ny 2 with h | h
    · exact ⟨α + 1, by linarith, fun j h1 h2 => absurd h2 (by omega)⟩
    · refine ⟨1 - Real.cos (meshK Ny 1), ?_, fun j h1 h2 => by
        linarith [cos_mesh_le h1 h2]⟩
      have hlt : meshK Nx 1 < meshK Ny 1 := by
        have h1 : (0 : ℝ) < Ny := by exact_mod_cast hy
        have h2 : (Ny : ℝ) < Nx := by exact_mod_cast hxy
        unfold meshK
        exact div_lt_div_of_pos_left (by positivity) h1 h2
      linarith [Real.cos_lt_cos_of_nonneg_of_le_pi hx0.le (first_coordinate h).2 hlt]
  -- m separates the first up excitation from all down excitations
  obtain ⟨m, hm1, hm2, hm3⟩ : ∃ m, m ≤ (t + d) * α ∧ m ≤ (t - d) * β ∧
      (t - d) * α < m :=
    ⟨min ((t + d) * α) ((t - d) * β), min_le_left _ _, min_le_right _ _,
      lt_min (by nlinarith) (by nlinarith)⟩
  have hm0 : 0 < m := lt_trans (mul_pos (by linarith) hα0) hm3
  have z : ∀ N : ℕ, meshK N 0 = 0 := fun N => by simp [meshK]
  refine ⟨-4 * t + 2 * m, ?_, ?_⟩
  · unfold levelsBelow
    refine Finset.card_eq_one.mpr ⟨(⟨0, by omega⟩, ⟨0, hy⟩), ?_⟩
    ext ⟨i, j⟩
    simp only [Finset.mem_filter, Finset.mem_univ, true_and, Finset.mem_singleton,
      Prod.mk.injEq, Fin.ext_iff]
    rw [band_from_gamma]
    constructor
    · intro h
      have ci := Real.cos_le_one (meshK Nx i)
      have cj := Real.cos_le_one (meshK Ny j)
      by_contra hne
      rcases Nat.eq_zero_or_pos (i : ℕ) with hi | hi
      · have hj : 0 < (j : ℕ) := by omega
        have h1 := mul_le_mul_of_nonneg_left (hβ j hj j.isLt) (sub_nonneg.mpr hdt.le)
        have h2 : 0 ≤ (t + d) * (1 - Real.cos (meshK Nx i)) :=
          mul_nonneg (by linarith) (by linarith)
        linarith
      · have h0 : α ≤ 1 - Real.cos (meshK Nx i) := by
          linarith [cos_mesh_le hi i.isLt]
        have h1 := mul_le_mul_of_nonneg_left h0 (show 0 ≤ t + d by linarith)
        have h2 : 0 ≤ (t - d) * (1 - Real.cos (meshK Ny j)) :=
          mul_nonneg (by linarith) (by linarith)
        linarith
    · rintro ⟨hi, hj⟩
      rw [hi, hj, z, z, Real.cos_zero]
      linarith
  · unfold levelsBelow
    refine Finset.one_lt_card.mpr
      ⟨(⟨0, by omega⟩, ⟨0, hy⟩), ?_, (⟨1, by omega⟩, ⟨0, hy⟩), ?_, by simp⟩
    · simp only [Finset.mem_filter, Finset.mem_univ, true_and]
      rw [band_from_gamma, z, z, Real.cos_zero]
      linarith
    · simp only [Finset.mem_filter, Finset.mem_univ, true_and]
      rw [band_from_gamma, z, Real.cos_zero, ← hα]
      linarith
```

The statement takes $0<d<t$ and $N_x>N_y\ge1$. It provides a $\mu$ with $n_{-1}=1$ and $n_{1}\ge2$.

Let $\alpha=1-\cos(2\pi/N_x)$. Since $N_x\ge2$, $\alpha>0$, and $1-\cos k_x\ge\alpha$ at every mesh point with $k_x\neq0$.

Next comes a number $\beta>\alpha$ with $1-\cos k_y\ge\beta$ whenever $k_y\ne0$. For $N_y\ge2$ take $\beta=1-\cos(2\pi/N_y)$. It exceeds $\alpha$ because $2\pi/N_x<2\pi/N_y\le\pi$. For $N_y=1$ there is no nonzero $k_y$, and $\beta=\alpha+1$ will do.

Now set

$$m=\min\{(t+d)\alpha,\ (t-d)\beta\},\qquad \mu=-4t+2m.$$

Both entries exceed $(t-d)\alpha$, the first because $d>0$ and the second because $t>d$ and $\beta>\alpha$. Hence $0<(t-d)\alpha<m$.

- **Spin down.** The energy above $-4t$ is $2[(t+d)(1-\cos k_x)+(t-d)(1-\cos k_y)]$. If $k_x\ne0$, this is at least $2(t+d)\alpha\ge2m$. If $k_x=0$ and $k_y\neq0$, it is at least $2(t-d)\beta\ge2m$. Only Gamma lies below $\mu$.
- **Spin up.** Gamma lies below $\mu$. So does the point $(2\pi/N_x,0)$, whose energy above $-4t$ is $2(t-d)\alpha<2m$.

In the code, `obtain` introduces $\alpha$, $\beta$ and $m$ with their properties. `Finset.card_eq_one` reduces the down count to showing that the set has a single member, and `Finset.one_lt_card` asks for two different up points. The tactic `linarith` closes the linear inequalities.

## Balance at every chemical potential

```lean
/-- For `0 < d < t`, a non-empty Gamma-centred mesh has equally many up and down levels
below every chemical potential if and only if it has as many divisions along `kx` as
along `ky`. -/
theorem balanced_iff_square {t d : ℝ} (hd : 0 < d) (hdt : d < t) {Nx Ny : ℕ}
    (hx : 0 < Nx) (hy : 0 < Ny) :
    (∀ μ, levelsBelow t d 1 μ Nx Ny = levelsBelow t d (-1) μ Nx Ny) ↔ Nx = Ny := by
  constructor
  · intro h
    rcases lt_trichotomy Nx Ny with hlt | heq | hgt
    · obtain ⟨μ, h1, h2⟩ := spurious_moment hd hdt hx hlt
      have a := levels_exchange t d 1 μ Nx Ny
      have b := levels_exchange t d (-1) μ Nx Ny
      rw [neg_neg] at b
      have c := h μ
      omega
    · exact heq
    · obtain ⟨μ, h1, h2⟩ := spurious_moment hd hdt hy hgt
      have c := h μ
      omega
  · rintro rfl μ
    exact levels_exchange t d 1 μ Nx Nx
```

For $0<d<t$ and $N_x,N_y\ge1$,

$$n_{1}(\mu;N_x,N_y)=n_{-1}(\mu;N_x,N_y)\ \text{for all }\mu\quad\Longleftrightarrow\quad N_x=N_y.$$

From right to left, this is the exchange of axes on a square mesh. From left to right there are three cases, which `lt_trichotomy` separates. If $N_x>N_y$, the preceding theorem gives a $\mu$ where the counts differ. If $N_x<N_y$, apply that theorem to the $N_y$ by $N_x$ mesh and exchange the axes:

$$n_{1}(\mu;N_x,N_y)=n_{-1}(\mu;N_y,N_x)=1,\qquad n_{-1}(\mu;N_x,N_y)=n_{1}(\mu;N_y,N_x)\ge2.$$

This again contradicts balance, with the excess now in spin down. The remaining case is $N_x=N_y$.

The words "for all $\mu$" matter: a rectangular mesh is balanced when $\mu$ lies below every level or above every level. Some splitting is needed too, since at $d=0$ the two spins have identical energies and every mesh is balanced.

## Two up levels and one down level

```lean
/-- For all `t, d > 0`, the 2 by 1 mesh at zero chemical potential has two spin-up levels
and one spin-down level below it. -/
theorem two_by_one_counts {t d : ℝ} (ht : 0 < t) (hd : 0 < d) :
    levelsBelow t d 1 0 2 1 = 2 ∧ levelsBelow t d (-1) 0 2 1 = 1 := by
  have z : ∀ N : ℕ, meshK N 0 = 0 := fun N => by simp [meshK]
  have hπ : meshK 2 1 = π := by simp [meshK]
  -- the mesh consists of Gamma and the point (π, 0)
  have h : ∀ s : ℝ, levelsBelow t d s 0 2 1 =
      (if band t d s 0 0 < 0 then 1 else 0) + (if band t d s π 0 < 0 then 1 else 0) := by
    intro s
    rw [levelsBelow, Finset.card_filter, Fintype.sum_prod_type]
    simp only [Fin.sum_univ_two, Finset.univ_unique, Finset.sum_singleton,
      Fin.default_eq_zero, Fin.val_zero, Fin.val_one, z, hπ]
  have g : ∀ s : ℝ, band t d s 0 0 < 0 := by
    intro s
    simp only [band, Real.cos_zero]
    linarith
  have up : band t d 1 π 0 < 0 := by
    simp only [band, Real.cos_zero, Real.cos_pi]
    linarith
  have down : ¬ band t d (-1) π 0 < 0 := by
    simp only [band, Real.cos_zero, Real.cos_pi]
    linarith
  constructor
  · rw [h, if_pos (g 1), if_pos up]
  · rw [h, if_pos (g (-1)), if_neg down]

end

end AltermagnetMesh
```

Here only $t>0$ and $d>0$ are assumed, so $d$ may exceed $t$. In `levelsBelow t d 1 0 2 1` the spin is up, $\mu=0$, and the mesh is 2 by 1. Its points are $(0,0)$ and $(\pi,0)$, with energies

$$e_s(0,0)=-4t,\qquad e_s(\pi,0)=-2t(-1+1)+2sd(-1-1)=-4sd.$$

Gamma is below zero for both spins. At $(\pi,0)$ the up energy is $-4d<0$ and the down energy is $4d>0$. The counts are therefore 2 and 1. With each k point weighted by $1/2$, this is an excess of half an up electron per cell.

The proof first writes the count as a sum over the two points, each contributing 1 or 0 (the step `h`). The steps `g`, `up` and `down` then decide the inequalities.

The moment is spurious because the integral over the whole Brillouin zone is unchanged when $k_x$ and $k_y$ are exchanged, which forces equal spin occupations; that continuum argument is given here in words only, while the theorems treat finite Gamma-centred meshes.

```lean
#print axioms AltermagnetMesh.square_mesh_sum
#print axioms AltermagnetMesh.balanced_iff_square
#print axioms AltermagnetMesh.two_by_one_counts
```

```
'AltermagnetMesh.square_mesh_sum' depends on axioms: [propext, Classical.choice, Quot.sound]
'AltermagnetMesh.balanced_iff_square' depends on axioms: [propext, Classical.choice, Quot.sound]
'AltermagnetMesh.two_by_one_counts' depends on axioms: [propext, Classical.choice, Quot.sound]
```
